# For large n, permutational symmetry leaves about n⁶/48 transcorrelated three-body integrals over n real orbitals

## What counts as one stored integral

Counting integrals requires deciding when two index sets share a storage place. Here a place is an unordered triple of unordered orbital pairs, with repetition allowed at both levels. Electron 1 carries the pair $\{p,p'\}$, electron 2 $\{q,q'\}$ and electron 3 $\{r,r'\}$. In Lean a pair is an element of `Sym2 α`, a place is an element of `Sym (Sym2 α) 3`, and `tripleClass` sends six indices to their place.

This choice fits a real tensor $L_{pqr,p'q'r'}$ that is unchanged when one electron's bra and ket orbitals are swapped and when electrons are exchanged. `ThreeBodySymmetric` states these symmetries through one swap and two exchanges, which generate the rest.

## Why transcorrelated integrals have this symmetry

Take a real function $u(x,y)=u(y,x)$ of two electron positions, called the correlation factor in the Lean file. The similarity transformation $e^{-\tau}He^{\tau}$ of the electronic Hamiltonian $H$, with $\tau=\sum_{i<j}u(x_i,x_j)$, produces a three-electron term with kernel

$$K(x,y,z)=g(x,y)\cdot g(x,z)+g(y,x)\cdot g(y,z)+g(z,x)\cdot g(z,y),$$

where $g(x,y)=\nabla_x u(x,y)$; the operator's sign and prefactor are left out. On a grid with weights $w$ and real orbitals $\varphi_p$,

$$L_{pqr,p'q'r'}=\sum_{x,y,z} w_xw_yw_z\,\varphi_p(x)\varphi_{p'}(x)\,\varphi_q(y)\varphi_{q'}(y)\,\varphi_r(z)\varphi_{r'}(z)\,K(x,y,z).$$

Swapping $p$ and $p'$ only reorders a product. Exchanging electrons renames grid points, and $K$ is symmetric in its three arguments. The Lean version allows any vector-valued function `g`, and concerns the finite sum, not the continuum integral.

## From symmetry to a table

If two index sets have the same place, their pairs agree after one of six electron permutations, and the orbitals within each pair agree up to a swap. A symmetric $L$ therefore takes the same value on both, and can be read from a table $f$ on places. Every place comes from some six indices, so $f$ is unique. Conversely, swaps and exchanges leave the place unchanged, so any tensor read from such a table is symmetric.

The count is thus the number of table entries for a general symmetric tensor. Particular integrals may also vanish or coincide, for example through spatial symmetry.

## Counts and limits

For $n$ orbitals there are $m=n(n+1)/2$ pairs. Choosing $k$ of them with repetition gives $\binom{m+k-1}{k}$ possibilities, hence

$$N_2=\frac{m(m+1)}2,\qquad N_3=\frac{m(m+1)(m+2)}6.$$

In Lean, $m$, $N_2$ and $N_3$ are `pairCount n`, `twoBodyCount n` and `threeBodyCount n`, with orbitals labelled by `Fin n`. For $n\ge1$, division gives $N_3/N_2=(m+2)/3$. With $t=1/n$ we have $m/n^2=(1+t)/2$, so

$$\frac{N_3}{n^6}=\frac16\cdot\frac{1+t}2\left(\frac{1+t}2+t^2\right)\left(\frac{1+t}2+2t^2\right)\to\frac1{48},$$

$$\frac{N_3}{N_2\,n^2}=\frac13\left(\frac{1+t}2+2t^2\right)\to\frac16.$$

Finally, $N_3-N_2=(m-1)m(m+1)/6$. This is zero for $n=0$ and $n=1$, and positive for $n\ge2$, where $m\ge3$.

For transcorrelated electronic-structure calculations that store every symmetry-distinct entry over real orbitals, 100 orbitals already mean $N_3/N_2=1684$. Here $N_2$ counts integrals with the symmetry of the ordinary Coulomb repulsion; the transcorrelated two-body term also contains gradients acting on orbitals, which generally break the bra-ket symmetry.

## The Lean file

```lean
import Mathlib

open Filter
open scoped Topology

namespace TranscorrelationStorage

noncomputable section

variable {α : Type*}

/-- The permutational symmetry of a three-body tensor `L p q r p' q' r'` over real orbitals:
bra and ket orbitals of one electron may be swapped, and electrons may be exchanged. -/
structure ThreeBodySymmetric (L : α → α → α → α → α → α → ℝ) : Prop where
  flip : ∀ p q r p' q' r', L p q r p' q' r' = L p' q r p q' r'
  exch12 : ∀ p q r p' q' r', L p q r p' q' r' = L q p r q' p' r'
  exch23 : ∀ p q r p' q' r', L p q r p' q' r' = L p r q p' r' q'

/-- The storage class of six orbital indices: the unordered triple of the unordered
orbital pairs of the three electrons. -/
def tripleClass (p q r p' q' r' : α) : Sym (Sym2 α) 3 :=
  Sym.cons s(p, p') (Sym.cons s(q, q') (Sym.cons s(r, r') Sym.nil))

/-- The three-body kernel built from a vector-valued function `g`, summed over the three electrons.
In transcorrelation, `g x y` is taken to be the gradient at `x` of the correlation factor `u(x, y)`.
-/
def kernel {G : Type*} (g : G → G → Fin 3 → ℝ) (x y z : G) : ℝ :=
  dotProduct (g x y) (g x z) + dotProduct (g y x) (g y z) + dotProduct (g z x) (g z y)

/-- The three-body integral over real orbitals `φ` on a quadrature grid with weights `w`. -/
def gridIntegral {G : Type*} [Fintype G] (w : G → ℝ) (φ : α → G → ℝ)
    (g : G → G → Fin 3 → ℝ) (p q r p' q' r' : α) : ℝ :=
  ∑ x, ∑ y, ∑ z, (w x * φ p x * φ p' x) * (w y * φ q y * φ q' y) *
    (w z * φ r z * φ r' z) * kernel g x y z

/-- The number of unordered pairs of `n` orbitals, repetition allowed. -/
def pairCount (n : ℕ) : ℕ := Fintype.card (Sym2 (Fin n))

/-- The number of unordered pairs of unordered orbital pairs, repetition allowed at both levels: the
symmetry-distinct two-electron integrals of Coulomb type over `n` real orbitals. -/
def twoBodyCount (n : ℕ) : ℕ := Fintype.card (Sym (Sym2 (Fin n)) 2)

/-- The number of unordered triples of unordered orbital pairs, repetition allowed at both levels:
the symmetry-distinct three-body integrals over `n` real orbitals. -/
def threeBodyCount (n : ℕ) : ℕ := Fintype.card (Sym (Sym2 (Fin n)) 3)

/-- The transcorrelated three-body integrals on a grid have the full permutational symmetry. -/
theorem gridIntegral_witness {G : Type*} [Fintype G] (w : G → ℝ) (φ : α → G → ℝ)
    (g : G → G → Fin 3 → ℝ) : ThreeBodySymmetric (gridIntegral w φ g) := by
  have k12 : ∀ x y z, kernel g x y z = kernel g y x z := by
    intro x y z
    unfold kernel
    rw [dotProduct_comm (g z x) (g z y)]
    ring
  have k23 : ∀ x y z, kernel g x y z = kernel g x z y := by
    intro x y z
    unfold kernel
    rw [dotProduct_comm (g x y) (g x z)]
    ring
  refine ⟨fun p q r p' q' r' => ?_, fun p q r p' q' r' => ?_, fun p q r p' q' r' => ?_⟩
  · refine Finset.sum_congr rfl fun a _ => Finset.sum_congr rfl fun b _ =>
      Finset.sum_congr rfl fun c _ => ?_
    ring
  · -- rename the integration points of electrons 1 and 2
    refine Finset.sum_comm.trans ?_
    refine Finset.sum_congr rfl fun a _ => Finset.sum_congr rfl fun b _ =>
      Finset.sum_congr rfl fun c _ => ?_
    rw [k12 b a c]
    ring
  · refine Finset.sum_congr rfl fun a _ => Finset.sum_comm.trans ?_
    refine Finset.sum_congr rfl fun b _ => Finset.sum_congr rfl fun c _ => ?_
    rw [k23 a c b]
    ring

/-- Two equal unordered triples agree entry by entry up to one of the six permutations. -/
theorem triple_eq {β : Type*} {a b c d e f : β}
    (h : Sym.cons a (Sym.cons b (Sym.cons c Sym.nil)) =
      Sym.cons d (Sym.cons e (Sym.cons f Sym.nil))) :
    (a = d ∧ b = e ∧ c = f) ∨ (a = d ∧ b = f ∧ c = e) ∨ (a = e ∧ b = d ∧ c = f) ∨
    (a = e ∧ b = f ∧ c = d) ∨ (a = f ∧ b = d ∧ c = e) ∨ (a = f ∧ b = e ∧ c = d) := by
  have single : ∀ {x y : β}, Sym.cons x Sym.nil = Sym.cons y Sym.nil → x = y := by
    intro x y h
    have hx : x ∈ Sym.cons y Sym.nil := by rw [← h]; exact Sym.mem_cons_self _ _
    simpa using hx
  have pair : ∀ {b c e f : β}, Sym.cons b (Sym.cons c Sym.nil) =
      Sym.cons e (Sym.cons f Sym.nil) → (b = e ∧ c = f) ∨ (b = f ∧ c = e) := by
    intro b c e f h
    have hb : b ∈ Sym.cons e (Sym.cons f Sym.nil) := by
      rw [← h]; exact Sym.mem_cons_self _ _
    simp at hb
    rcases hb with rfl | rfl
    · exact Or.inl ⟨rfl, single ((Sym.cons_inj_right ..).1 h)⟩
    · exact Or.inr ⟨rfl, single ((Sym.cons_inj_right ..).1 (h.trans (Sym.cons_swap ..)))⟩
  have ha : a ∈ Sym.cons d (Sym.cons e (Sym.cons f Sym.nil)) := by
    rw [← h]; exact Sym.mem_cons_self _ _
  simp at ha
  -- locate `a` on the right, cancel it, and compare the remaining pairs
  rcases ha with rfl | rfl | rfl
  · have := pair ((Sym.cons_inj_right ..).1 h)
    tauto
  · have := pair ((Sym.cons_inj_right ..).1 (h.trans (Sym.cons_swap ..)))
    tauto
  · have := pair ((Sym.cons_inj_right ..).1
      ((h.trans (congrArg (Sym.cons d) (Sym.cons_swap ..))).trans (Sym.cons_swap ..)))
    tauto

/-- A symmetric three-body tensor has equal values on index sets of the same storage class. -/
theorem eq_of_tripleClass_eq {L : α → α → α → α → α → α → ℝ} (hL : ThreeBodySymmetric L)
    {p q r p' q' r' x y z x' y' z' : α}
    (h : tripleClass p q r p' q' r' = tripleClass x y z x' y' z') :
    L p q r p' q' r' = L x y z x' y' z' := by
  -- bra-ket swaps for electrons 2 and 3 follow from the one for electron 1 and electron exchange
  have f2 : ∀ p q r p' q' r', L p q r p' q' r' = L p q' r p' q r' := fun _ _ _ _ _ _ =>
    (hL.exch12 ..).trans ((hL.flip ..).trans (hL.exch12 ..))
  have f3 : ∀ p q r p' q' r', L p q r p' q' r' = L p q r' p' q' r := fun _ _ _ _ _ _ =>
    (hL.exch23 ..).trans ((f2 ..).trans (hL.exch23 ..))
  have key : ∀ {x y z x' y' z' : α}, s(p, p') = s(x, x') → s(q, q') = s(y, y') →
      s(r, r') = s(z, z') → L p q r p' q' r' = L x y z x' y' z' := by
    intro x y z x' y' z' h1 h2 h3
    have c1 : L p q r p' q' r' = L x q r x' q' r' := by
      rcases Sym2.eq_iff.1 h1 with ⟨rfl, rfl⟩ | ⟨rfl, rfl⟩
      · rfl
      · exact hL.flip ..
    have c2 : L x q r x' q' r' = L x y r x' y' r' := by
      rcases Sym2.eq_iff.1 h2 with ⟨rfl, rfl⟩ | ⟨rfl, rfl⟩
      · rfl
      · exact f2 ..
    have c3 : L x y r x' y' r' = L x y z x' y' z' := by
      rcases Sym2.eq_iff.1 h3 with ⟨rfl, rfl⟩ | ⟨rfl, rfl⟩
      · rfl
      · exact f3 ..
    exact c1.trans (c2.trans c3)
  rcases triple_eq h with ⟨a, b, c⟩ | ⟨a, b, c⟩ | ⟨a, b, c⟩ | ⟨a, b, c⟩ | ⟨a, b, c⟩ | ⟨a, b, c⟩
  · exact key a b c
  · exact (key a b c).trans (hL.exch23 ..)
  · exact (key a b c).trans (hL.exch12 ..)
  · exact (key a b c).trans ((hL.exch23 ..).trans (hL.exch12 ..))
  · exact (key a b c).trans ((hL.exch12 ..).trans (hL.exch23 ..))
  · exact (key a b c).trans ((hL.exch12 ..).trans ((hL.exch23 ..).trans (hL.exch12 ..)))

/-- A three-body tensor has the permutational symmetry exactly when it can be read from a table with
one entry per unordered triple of unordered orbital pairs, repetition allowed at both levels, and
this table is unique. -/
theorem symmetric_iff_table (L : α → α → α → α → α → α → ℝ) :
    ThreeBodySymmetric L ↔ ∃! f : Sym (Sym2 α) 3 → ℝ,
      ∀ p q r p' q' r', L p q r p' q' r' = f (tripleClass p q r p' q' r') := by
  constructor
  · intro hL
    have surj : ∀ c : Sym (Sym2 α) 3, ∃ p q r p' q' r', tripleClass p q r p' q' r' = c := by
      intro c
      obtain ⟨a, c1, h1⟩ := Sym.exists_eq_cons_of_succ c
      obtain ⟨b, c2, h2⟩ := Sym.exists_eq_cons_of_succ c1
      obtain ⟨d, c3, h3⟩ := Sym.exists_eq_cons_of_succ c2
      have h4 : c3 = Sym.nil := Subsingleton.elim _ _
      subst h4 h3 h2 h1
      induction a using Sym2.ind with | _ p p'
      induction b using Sym2.ind with | _ q q'
      induction d using Sym2.ind with | _ r r'
      exact ⟨p, q, r, p', q', r', rfl⟩
    -- fill each entry of the table from one representative of its class
    choose P Q R P' Q' R' h using surj
    refine ⟨fun c => L (P c) (Q c) (R c) (P' c) (Q' c) (R' c),
      fun p q r p' q' r' => eq_of_tripleClass_eq hL (h _).symm, fun f hf => funext fun c => ?_⟩
    exact (congrArg f (h c)).symm.trans (hf _ _ _ _ _ _).symm
  · intro h
    obtain ⟨f, hf⟩ := h.exists
    refine ⟨fun p q r p' q' r' => ?_, fun p q r p' q' r' => ?_, fun p q r p' q' r' => ?_⟩
    · refine (hf ..).trans ((congrArg f ?_).trans (hf ..).symm)
      exact congrArg (fun a => Sym.cons a _) Sym2.eq_swap
    · exact (hf ..).trans ((congrArg f (Sym.cons_swap ..)).trans (hf ..).symm)
    · exact (hf ..).trans ((congrArg f (congrArg (Sym.cons _) (Sym.cons_swap ..))).trans
        (hf ..).symm)

/-- For `n` orbitals there are `m = n(n+1)/2` unordered orbital pairs, `m(m+1)/2` symmetry-distinct
two-electron integrals and `m(m+1)(m+2)/6` symmetry-distinct three-body integrals. -/
theorem storage_counts (n : ℕ) :
    (pairCount n : ℝ) = n * (n + 1) / 2 ∧
    (twoBodyCount n : ℝ) = pairCount n * (pairCount n + 1) / 2 ∧
    (threeBodyCount n : ℝ) = pairCount n * (pairCount n + 1) * (pairCount n + 2) / 6 := by
  have c3 : ∀ m : ℕ, (((m + 2).choose 3 : ℕ) : ℝ) = m * (m + 1) * (m + 2) / 6 := by
    intro m
    induction m with
    | zero => norm_num [Nat.choose]
    | succ m ih =>
      have hp : (m + 1 + 2).choose 3 = (m + 2).choose 2 + (m + 2).choose 3 :=
        Nat.choose_succ_succ (m + 2) 2
      rw [hp, Nat.cast_add, ih, Nat.cast_choose_two]
      push_cast
      ring
  refine ⟨?_, ?_, ?_⟩
  · rw [pairCount, Sym2.card, Fintype.card_fin, Nat.cast_choose_two]
    push_cast
    ring
  · have h : twoBodyCount n = (pairCount n + 1).choose 2 := Sym.card_sym_eq_choose 2
    rw [h, Nat.cast_choose_two]
    push_cast
    ring
  · have h : threeBodyCount n = (pairCount n + 2).choose 3 := Sym.card_sym_eq_choose 3
    rw [h, c3]

/-- For at least one orbital, the ratio of symmetry-distinct three-body to symmetry-distinct
two-electron integrals is `(m + 2)/3`, where `m` is the number of unordered orbital pairs. -/
theorem storage_ratio {n : ℕ} (hn : 1 ≤ n) :
    (threeBodyCount n : ℝ) / twoBodyCount n = (pairCount n + 2) / 3 := by
  obtain ⟨h1, h2, h3⟩ := storage_counts n
  have hn' : (0 : ℝ) < n := by exact_mod_cast hn
  have hm : (0 : ℝ) < pairCount n := by rw [h1]; positivity
  have h2' : (twoBodyCount n : ℝ) ≠ 0 := by rw [h2]; positivity
  rw [div_eq_iff h2', h2, h3]
  ring

/-- As the number `n` of orbitals grows, the number of symmetry-distinct three-body integrals
divided by `n^6` tends to `1/48`, and its ratio to the number of symmetry-distinct two-electron
integrals, divided by `n^2`, tends to `1/6`. -/
theorem storage_asymptotics :
    Tendsto (fun n : ℕ => (threeBodyCount n : ℝ) / (n : ℝ) ^ 6) atTop (𝓝 (1 / 48)) ∧
    Tendsto (fun n : ℕ => (threeBodyCount n : ℝ) / twoBodyCount n / (n : ℝ) ^ 2)
      atTop (𝓝 (1 / 6)) := by
  have hx : Tendsto (fun n : ℕ => ((n : ℝ))⁻¹) atTop (𝓝 0) :=
    tendsto_inv_atTop_zero.comp tendsto_natCast_atTop_atTop
  constructor
  · -- the normalised count is a polynomial in 1/n
    have hc : Continuous (fun x : ℝ =>
        ((1 + x) / 2) * ((1 + x) / 2 + x ^ 2) * ((1 + x) / 2 + 2 * x ^ 2) / 6) := by fun_prop
    refine ((hc.tendsto' 0 (1 / 48) (by norm_num)).comp hx).congr' ?_
    filter_upwards [eventually_gt_atTop 0] with n hn
    have hn' : (n : ℝ) ≠ 0 := by exact_mod_cast hn.ne'
    obtain ⟨h1, -, h3⟩ := storage_counts n
    simp only [Function.comp_apply]
    rw [h3, h1]
    field_simp
  · have hc : Continuous (fun x : ℝ => ((1 + x) / 2 + 2 * x ^ 2) / 3) := by fun_prop
    refine ((hc.tendsto' 0 (1 / 6) (by norm_num)).comp hx).congr' ?_
    filter_upwards [eventually_gt_atTop 0] with n hn
    have hn' : (n : ℝ) ≠ 0 := by exact_mod_cast hn.ne'
    simp only [Function.comp_apply]
    rw [storage_ratio hn, (storage_counts n).1]
    field_simp

/-- There are more symmetry-distinct three-body than symmetry-distinct two-electron integrals
exactly when there are at least two orbitals. -/
theorem three_body_dominates_iff (n : ℕ) : twoBodyCount n < threeBodyCount n ↔ 2 ≤ n := by
  obtain ⟨h1, h2, h3⟩ := storage_counts n
  rw [← Nat.cast_lt (α := ℝ), h2, h3, h1]
  constructor
  · intro h
    by_contra hn
    have hn' : n = 0 ∨ n = 1 := by omega
    rcases hn' with rfl | rfl <;> norm_num at h
  · intro hn
    have hn' : (2 : ℝ) ≤ n := by exact_mod_cast hn
    have hm : (3 : ℝ) ≤ n * (n + 1) / 2 := by nlinarith
    generalize (n : ℝ) * (n + 1) / 2 = m at hm ⊢
    -- the difference of the two counts is (m - 1) m (m + 1) / 6
    have hd : 0 < (m - 1) * m * (m + 1) :=
      mul_pos (mul_pos (by linarith) (by linarith)) (by linarith)
    nlinarith [hd]

end

end TranscorrelationStorage
```

```lean
#print axioms TranscorrelationStorage.symmetric_iff_table
-- 'TranscorrelationStorage.symmetric_iff_table' depends on axioms: [propext, Classical.choice, Quot.sound]
#print axioms TranscorrelationStorage.storage_asymptotics
-- 'TranscorrelationStorage.storage_asymptotics' depends on axioms: [propext, Classical.choice, Quot.sound]
#print axioms TranscorrelationStorage.three_body_dominates_iff
-- 'TranscorrelationStorage.three_body_dominates_iff' depends on axioms: [propext, Classical.choice, Quot.sound]
```

## How the lemmas fit together

`gridIntegral_witness` first proves the kernel symmetries `k12` and `k23`. `Finset.sum_comm` then renames the grid points, and `ring` reorders the factors.

`triple_eq` finds the first entry of one triple in the other, cancels it and compares the remaining pairs, which yields the six cases. `eq_of_tripleClass_eq` derives the swaps for electrons 2 and 3 by conjugating the first swap with exchanges. Its `key` step matches the pairs one electron at a time, and exchanges settle the six cases.

In `symmetric_iff_table`, `surj` supplies six indices for every place, and `choose` fixes one such representative to fill the table. The previous lemma shows that the choice does not affect the values.

`storage_counts` takes the binomial coefficients from Mathlib and obtains the cubic formula by induction with Pascal's rule. `storage_ratio` checks that $N_2\ne0$ before dividing. `storage_asymptotics` evaluates the polynomials in $t$ at zero by continuity and composes them with $1/n\to0$; `field_simp` identifies them with the normalised counts for positive $n$. `three_body_dominates_iff` checks $n=0,1$ directly and uses the factored difference for $n\ge2$.
